# The first $m$ axial moments of $2^m$ equally spaced Thue-Morse charges vanish

How fast the potential of a neutral row of charges falls off along its axis depends on its multipole moments, which are taken here as plain power sums of position about the coordinate origin. Put $2^m$ fixed point charges at $a_j=x+jh$, for $0\le j<2^m$, with values $q_j=(-1)^{s(j)}$, where $s(j)$ is the number of ones in the binary expansion of $j$. The moment of order $k$ is

$$M_{m,k}(x,h)=\sum_{j<2^m}q_j\,(x+jh)^k .$$

Here $m$ counts doublings of the array and is not an azimuthal index. For every real $x$ and $h$,

$$M_{m,k}=0\ \ (k<m),\qquad M_{m,m}=(-1)^m\,m!\,2^{m(m-1)/2}\,h^m .$$

## Truncated far fields

Many tree and fast multipole codes replace a distant cluster by a truncated series in its moments. For this array of fixed charges on a line, a series cut off at an order below $m$ gives zero potential on the axis, whatever the expansion centre, although for $h\neq0$ the far potential is not zero. Expanded as a single cluster, the array is therefore a sharp input for checking truncation order, with known integer moments at $x=0$, $h=1$. In floating point, the vanishing moments may appear as rounding residues of large cancelling terms.

## From digit doubling to the far potential

Appending a binary digit gives $q_{2j}=q_j$ and $q_{2j+1}=-q_j$. Pair the sites $2j$ and $2j+1$ of the doubled array and write $y_j=x+2jh$:

$$M_{m+1,k}(x,h)=\sum_{j<2^m}q_j\left[y_j^k-(y_j+h)^k\right]=-\sum_{i<k}\binom ki h^{k-i}M_{m,i}(x,2h).$$

The top binomial term has cancelled. If $k<m+1$, every $i$ in the sum is below $m$, so induction gives zero. If $k=m+1$, only $i=m$ survives:

$$M_{m+1,m+1}(x,h)=-(m+1)\,h\,M_{m,m}(x,2h).$$

The doubled spacing contributes $2^m$, which raises the exponent from $m(m-1)/2$ to $m(m+1)/2$. The start is $M_{0,0}=1$, with $0^0=1$.

For $k=m+2$ the terms $i=m$ and $i=m+1$ survive. Assuming $M_{m,m+1}(x,h)=(m+1)M_{m,m}(x,h)\,[x+(2^m-1)h/2]$, which holds at $m=0$, they add up to

$$-(m+2)(m+1)\,h\,M_{m,m}(x,2h)\left[\tfrac h2+x+(2^m-1)h\right],$$

which is the same formula with $m+1$ for $m$. The bracket is the centre of the array, so this moment vanishes about the centre.

For $R$ greater than every $a_j$, the potential is $\Phi(R)=\sum_j q_j/(R-a_j)$. The finite geometric sum gives

$$\frac{R^m}{R-a_j}=\frac{a_j^m}{R-a_j}+\sum_{i<m}R^i a_j^{m-1-i}.$$

Summed with weights $q_j$, the last part contains only vanishing moments. Hence $R^m\Phi(R)=\sum_j q_j a_j^m/(R-a_j)$. Multiplying by $R$ and using $R/(R-a_j)\to1$ gives $R^{m+1}\Phi(R)\to M_{m,m}$.

At $m=0$ this is a single unit charge, and at $m=1$ a dipole of moment $-h$. At $m=2$ the signs $+,-,-,+$ at $0,1,2,3$ give moments $0,0,4$.

## The Lean source

```lean
import Mathlib

open Finset Filter Topology

namespace ThueMorseMultipole

noncomputable section

/-- The Thue-Morse charge of site `j`: `+1` or `-1` according to whether the number of ones
in the binary expansion of `j` is even or odd. -/
def charge (j : ℕ) : ℝ := (-1) ^ (Nat.digits 2 j).sum

/-- The axial moment of order `k` of the `2 ^ m` Thue-Morse charges placed at `x + j h`. -/
def moment (m k : ℕ) (x h : ℝ) : ℝ :=
  ∑ j ∈ range (2 ^ m), charge j * (x + j * h) ^ k

/-- The Coulomb potential (Gaussian units) of the `2 ^ m` charges at the point `R` of their axis,
for `R` away from all charges. -/
def axialPotential (m : ℕ) (x h R : ℝ) : ℝ :=
  ∑ j ∈ range (2 ^ m), charge j / |R - (x + j * h)|

/-- Site `2 j` carries the same charge as site `j`. -/
theorem charge_even (j : ℕ) : charge (2 * j) = charge j := by
  rcases Nat.eq_zero_or_pos j with rfl | hj
  · rfl
  · have h1 : 2 * j % 2 = 0 := by omega
    have h2 : 2 * j / 2 = j := by omega
    unfold charge
    rw [Nat.digits_def' Nat.one_lt_two (by omega : 0 < 2 * j), h1, h2, List.sum_cons, zero_add]

/-- Site `2 j + 1` carries the charge opposite to that of site `j`. -/
theorem charge_odd (j : ℕ) : charge (2 * j + 1) = -charge j := by
  have h1 : (2 * j + 1) % 2 = 1 := by omega
  have h2 : (2 * j + 1) / 2 = j := by omega
  unfold charge
  rw [Nat.digits_def' Nat.one_lt_two (by omega : 0 < 2 * j + 1), h1, h2, List.sum_cons,
    pow_add, pow_one, neg_one_mul]

/-- Doubling the number of charges: the moments of the larger array are combinations of the
moments of strictly lower order of the smaller array with twice the spacing. -/
theorem moment_succ (m k : ℕ) (x h : ℝ) :
    moment (m + 1) k x h =
      -∑ i ∈ range k, (k.choose i : ℝ) * h ^ (k - i) * moment m i x (2 * h) := by
  -- separate even and odd sites
  have hsplit : ∀ (f : ℕ → ℝ) (n : ℕ),
      ∑ j ∈ range (2 * n), f j = ∑ j ∈ range n, (f (2 * j) + f (2 * j + 1)) := by
    intro f n
    induction n with
    | zero => simp
    | succ n ih =>
      rw [show 2 * (n + 1) = 2 * n + 1 + 1 by ring, sum_range_succ, sum_range_succ, ih,
        sum_range_succ]
      ring
  unfold moment
  rw [pow_succ' (2 : ℕ) m, hsplit]
  simp_rw [Finset.mul_sum]
  rw [Finset.sum_comm, ← Finset.sum_neg_distrib]
  refine sum_congr rfl fun j _ => ?_
  have e1 : x + ((2 * j : ℕ) : ℝ) * h = x + j * (2 * h) := by push_cast; ring
  have e2 : x + ((2 * j + 1 : ℕ) : ℝ) * h = x + j * (2 * h) + h := by push_cast; ring
  -- the top binomial term cancels within each pair of opposite charges
  have hb : (x + j * (2 * h) + h) ^ k =
      ∑ i ∈ range k, (x + j * (2 * h)) ^ i * h ^ (k - i) * (k.choose i : ℝ)
        + (x + j * (2 * h)) ^ k := by
    rw [add_pow, sum_range_succ]
    simp
  have hs : ∑ i ∈ range k, (k.choose i : ℝ) * h ^ (k - i) * (charge j * (x + j * (2 * h)) ^ i) =
      charge j * ∑ i ∈ range k, (x + j * (2 * h)) ^ i * h ^ (k - i) * (k.choose i : ℝ) := by
    rw [Finset.mul_sum]
    exact sum_congr rfl fun i _ => by ring
  rw [charge_even, charge_odd, e1, e2, hb, hs]
  ring

/-- All moments of order `k < m` of the `2 ^ m` charges vanish, for any origin and spacing. -/
theorem moment_eq_zero {m k : ℕ} (x h : ℝ) (hk : k < m) : moment m k x h = 0 := by
  induction m generalizing k h with
  | zero => omega
  | succ m ih =>
    rw [moment_succ, sum_eq_zero, neg_zero]
    intro i hi
    have hi' := mem_range.mp hi
    have H : moment m i x (2 * h) = 0 := by
      apply ih
      omega
    rw [H, mul_zero]

/-- The moment of order `m` of the `2 ^ m` charges with spacing `h` is
`(-1)^m m! 2^(m(m-1)/2) h^m`, for any origin. -/
theorem moment_self (m : ℕ) (x h : ℝ) :
    moment m m x h = (-1) ^ m * m.factorial * 2 ^ (m * (m - 1) / 2) * h ^ m := by
  induction m generalizing h with
  | zero => simp [moment, charge]
  | succ m ih =>
    have hz : ∑ i ∈ range m, ((m + 1).choose i : ℝ) * h ^ (m + 1 - i) * moment m i x (2 * h)
        = 0 := sum_eq_zero fun i hi => by
      rw [moment_eq_zero _ _ (mem_range.mp hi), mul_zero]
    rw [moment_succ, sum_range_succ, hz, ih, Nat.triangle_succ, Nat.factorial_succ,
      Nat.choose_succ_self_right, Nat.add_sub_cancel_left, pow_add 2]
    push_cast
    ring

/-- The Thue-Morse multipole: with charge `(-1)^(s(j))` at `j = 0, ..., 2^m - 1`, all moments of
order below `m` vanish and the moment of order `m` is `(-1)^m m! 2^(m(m-1)/2)`. -/
theorem thueMorse_multipole (m : ℕ) :
    (∀ k < m, ∑ j ∈ range (2 ^ m), charge j * (j : ℝ) ^ k = 0) ∧
      ∑ j ∈ range (2 ^ m), charge j * (j : ℝ) ^ m =
        (-1) ^ m * m.factorial * 2 ^ (m * (m - 1) / 2) := by
  constructor
  · intro k hk
    simpa only [moment, zero_add, mul_one] using moment_eq_zero 0 1 hk
  · simpa only [moment, zero_add, mul_one, one_pow] using moment_self m 0 1

/-- The moment of order `m + 1` is the moment of order `m` times `m + 1` times the coordinate
`x + (2^m - 1) h / 2` of the centre of the array. -/
theorem moment_next (m : ℕ) (x h : ℝ) :
    moment m (m + 1) x h = (m + 1) * moment m m x h * (x + (2 ^ m - 1) * h / 2) := by
  induction m generalizing h with
  | zero => simp [moment, charge]
  | succ m ih =>
    have hz : ∑ i ∈ range m, ((m + 1 + 1).choose i : ℝ) * h ^ (m + 1 + 1 - i) *
        moment m i x (2 * h) = 0 := sum_eq_zero fun i hi => by
      rw [moment_eq_zero _ _ (mem_range.mp hi), mul_zero]
    have hc : ((m + 1 + 1).choose m : ℝ) = (m + 2) * (m + 1) / 2 := by
      have h2 : (m + 1 + 1).choose m = (m + 2).choose 2 := Nat.choose_symm_add (a := m) (b := 2)
      rw [h2, Nat.cast_choose_two]
      push_cast
      ring
    have d1 : m + 1 + 1 - m = 2 := by omega
    have d2 : m + 1 + 1 - (m + 1) = 1 := by omega
    -- only the two highest moments of the smaller array survive
    rw [moment_succ, sum_range_succ, sum_range_succ, hz, ih, hc, d1, d2,
      Nat.choose_succ_self_right, moment_self, moment_self, Nat.triangle_succ,
      Nat.factorial_succ, pow_add 2 (m * (m - 1) / 2) m]
    push_cast
    ring

/-- On the axis beyond all charges, `R^m` times the potential equals the potential of charges
weighted by the `m`-th power of their positions. -/
theorem pow_mul_axialPotential (m : ℕ) (x h R : ℝ)
    (hR : ∀ j ∈ range (2 ^ m), x + j * h < R) :
    R ^ m * axialPotential m x h R =
      ∑ j ∈ range (2 ^ m), charge j * (x + j * h) ^ m / (R - (x + j * h)) := by
  -- the vanishing moments remove a finite geometric sum
  have key : ∑ j ∈ range (2 ^ m), charge j *
      ∑ i ∈ range m, R ^ i * (x + j * h) ^ (m - 1 - i) = 0 := by
    simp_rw [Finset.mul_sum]
    rw [Finset.sum_comm]
    refine sum_eq_zero fun i hi => ?_
    have hi' := mem_range.mp hi
    have hm : moment m (m - 1 - i) x h = 0 := moment_eq_zero x h (by omega)
    calc ∑ j ∈ range (2 ^ m), charge j * (R ^ i * (x + j * h) ^ (m - 1 - i))
        = R ^ i * moment m (m - 1 - i) x h := by
          unfold moment
          rw [Finset.mul_sum]
          exact sum_congr rfl fun j _ => by ring
      _ = 0 := by rw [hm, mul_zero]
  unfold axialPotential
  rw [← sub_eq_zero, Finset.mul_sum, ← Finset.sum_sub_distrib]
  refine Eq.trans (sum_congr rfl fun j hj => ?_) key
  have hp : 0 < R - (x + j * h) := sub_pos.mpr (hR j hj)
  have hg : ∑ i ∈ range m, R ^ i * (x + j * h) ^ (m - 1 - i) =
      (R ^ m - (x + j * h) ^ m) / (R - (x + j * h)) := by
    rw [eq_div_iff hp.ne']
    exact geom_sum₂_mul R (x + j * h) m
  rw [hg, abs_of_pos hp]
  ring

/-- As `R → +∞` along the axis, `R^(m+1)` times the potential of the `2 ^ m` charges tends to
`(-1)^m m! 2^(m(m-1)/2) h^m`. -/
theorem tendsto_axialPotential (m : ℕ) (x h : ℝ) :
    Tendsto (fun R => R ^ (m + 1) * axialPotential m x h R) atTop
      (𝓝 ((-1) ^ m * m.factorial * 2 ^ (m * (m - 1) / 2) * h ^ m)) := by
  have h1 : ∀ a : ℝ, Tendsto (fun R : ℝ => R / (R - a)) atTop (𝓝 1) := by
    intro a
    have hd : Tendsto (fun R : ℝ => R + -a) atTop atTop :=
      tendsto_atTop_add_const_right atTop (-a) tendsto_id
    have ht : Tendsto (fun R : ℝ => 1 + a / (R + -a)) atTop (𝓝 (1 + 0)) :=
      tendsto_const_nhds.add (Tendsto.div_atTop tendsto_const_nhds hd)
    rw [add_zero] at ht
    refine ht.congr' ?_
    filter_upwards [eventually_gt_atTop a] with R hR
    have hne : R - a ≠ 0 := (sub_pos.mpr hR).ne'
    rw [← sub_eq_add_neg, eq_div_iff hne, add_mul, div_mul_cancel₀ _ hne]
    ring
  have h2 : Tendsto (fun R : ℝ => ∑ j ∈ range (2 ^ m),
      charge j * (x + j * h) ^ m * (R / (R - (x + j * h)))) atTop
      (𝓝 (∑ j ∈ range (2 ^ m), charge j * (x + j * h) ^ m * 1)) :=
    tendsto_finsetSum _ fun j _ => (h1 _).const_mul _
  simp only [mul_one] at h2
  rw [← moment_self m x h]
  refine h2.congr' ?_
  -- eventually the observation point lies beyond every charge
  have hev : ∀ᶠ R : ℝ in atTop, ∀ j ∈ range (2 ^ m), x + (j : ℝ) * h < R :=
    (Filter.eventually_all_finset _).2 fun j _ => eventually_gt_atTop _
  filter_upwards [hev] with R hR
  rw [pow_succ' R m, mul_assoc R, pow_mul_axialPotential m x h R hR, Finset.mul_sum]
  exact sum_congr rfl fun j _ => by ring

end

end ThueMorseMultipole
```

```lean
#print axioms ThueMorseMultipole.thueMorse_multipole
-- 'ThueMorseMultipole.thueMorse_multipole' depends on axioms: [propext, Classical.choice, Quot.sound]
#print axioms ThueMorseMultipole.moment_next
-- 'ThueMorseMultipole.moment_next' depends on axioms: [propext, Classical.choice, Quot.sound]
#print axioms ThueMorseMultipole.tendsto_axialPotential
-- 'ThueMorseMultipole.tendsto_axialPotential' depends on axioms: [propext, Classical.choice, Quot.sound]
```

## Reading the theorems and their proofs

`charge j` is $q_j$, `moment m k x h` is $M_{m,k}(x,h)$, and `axialPotential` is $\Phi$ in Gaussian units. `thueMorse_multipole` states the result for $x=0$, $h=1$; `moment_eq_zero` and `moment_self` hold for any origin and spacing.

`charge_even` and `charge_odd` are the digit rules. `moment_succ` pairs the sites through `hsplit` and expands with `add_pow`. The inductions leave `h` general because the smaller array has spacing `2 * h`. In `moment_self` and `moment_next`, `hz` removes the vanishing terms. `pow_mul_axialPotential` uses `geom_sum₂_mul`, under the hypothesis `hR` that $R$ lies beyond every charge. `tendsto_axialPotential` needs no such hypothesis, since this holds for all large $R$.

## Fixed charges, seen along the axis

The guarantee concerns real numbers and points on the axis. The limit comes without an error bound, but the formula for $R^m\Phi(R)$ is exact at every finite $R$ greater than all $a_j$. Applying it to real ions requires treating them as fixed point charges in vacuum, without polarisation or displacement.
